# Nested commutators with $T$ vanish for every $H$ exactly beyond order $2n$, where $T^n$ is the highest nonzero power of $T$

For complex square matrices $H$ and $T$ let $[H,T]=HT-TH$, and define the nested commutators by

$$C_0=H,\qquad C_{k+1}=[C_k,T].$$

In coupled-cluster theory $T$ is the cluster operator, and the similarity-transformed Hamiltonian is

$$e^{-T}He^{T}=\sum_{k\ge 0}\frac{1}{k!}\,C_k .$$

The question is at which order this series stops if nothing is known about $H$. Let $n$ be the largest exponent with $T^n\neq 0$, so that $T^{n+1}=0$; the usual nilpotency index is then $n+1$. The answer is that $C_k=0$ for every $H$ exactly when $k>2n$.

The condition $T^{n+1}=0$ stands for a finite supply of electrons. Each term of $T$ promotes at least one electron from an occupied to a virtual orbital, so with $N$ electrons $T^{N+1}=0$ and $n\le N$. The familiar termination at fourth order has a different origin: it uses the fact that the electronic Hamiltonian contains at most two-body terms. Here $H$ is an arbitrary matrix and need not be Hermitian.

In Lean, the finite type `ι` labels the basis states, for example the determinants of a finite orbital basis, and operators are elements of `Matrix ι ι ℂ`. The theorems concern the commutators $C_k$; their link to $e^{-T}He^{T}$ is the expansion above, which is taken as known.

```lean
import Mathlib

open Matrix
open scoped ComplexOrder

namespace NilpotentCommutatorTermination

variable {ι : Type*} [Fintype ι] [DecidableEq ι]
```

The matrix $C_k$ is `nestedComm T H k`. The argument `T` comes first, but $T$ stands on the right in the commutator. With the other common convention, $[T,\cdot\,]$, the result changes by a factor $(-1)^k$, which does not affect whether it vanishes.

```lean
/-- The `k`-fold nested commutator `[...[[H, T], T]..., T]` of `H` with `T`. -/
def nestedComm (T H : Matrix ι ι ℂ) : ℕ → Matrix ι ι ℂ
  | 0 => H
  | k + 1 => nestedComm T H k * T - T * nestedComm T H k
```

## Binomial expansion

Let $L$ and $R$ act on matrices by $LX=-TX$ and $RX=XT$. Then $[X,T]=(L+R)X$, and hence $C_k=(L+R)^kH$. The two maps commute, since $LRX=-TXT=RLX$. The binomial theorem therefore applies:

$$C_k=\sum_{m=0}^{k}\binom{k}{m}L^mR^{k-m}H=\sum_{m=0}^{k}(-1)^m\binom{k}{m}\,T^mHT^{k-m}.$$

In the proof, `h` establishes $C_j=(L+R)^jH$ by induction, `hc` is the commutation of $L$ and $R$, and `hc.add_pow` is the binomial theorem.

```lean
/-- The `k`-fold nested commutator is a binomial sum of terms in which `m` factors `T` stand
to the left of `H` and `k - m` to the right, with sign `(-1)^m`. -/
theorem nestedComm_expansion (T H : Matrix ι ι ℂ) (k : ℕ) :
    nestedComm T H k = ∑ m ∈ Finset.range (k + 1),
      ((-1 : ℂ) ^ m * (k.choose m : ℂ)) • (T ^ m * H * T ^ (k - m)) := by
  -- the commutator is the sum of two commuting maps: multiplication by -T and by T
  have h : ∀ j, nestedComm T H j =
      ((LinearMap.mulLeft ℂ ((-1 : ℂ) • T) + LinearMap.mulRight ℂ T) ^ j) H := by
    intro j
    induction j with
    | zero => simp [nestedComm]
    | succ j ih =>
      rw [pow_succ', Module.End.mul_apply, ← ih]
      simp only [nestedComm, LinearMap.add_apply, LinearMap.mulLeft_apply,
        LinearMap.mulRight_apply, Matrix.smul_mul]
      module
  have hc : Commute (LinearMap.mulLeft ℂ ((-1 : ℂ) • T)) (LinearMap.mulRight ℂ T) := by
    rw [commute_iff_eq]
    refine LinearMap.ext fun X => ?_
    simp only [Module.End.mul_apply, LinearMap.mulLeft_apply, LinearMap.mulRight_apply,
      Matrix.mul_assoc]
  rw [h, hc.add_pow, LinearMap.sum_apply]
  refine Finset.sum_congr rfl fun m _ => ?_
  rw [LinearMap.pow_mulLeft, LinearMap.pow_mulRight, Module.End.mul_apply,
    Module.End.mul_apply, Module.End.natCast_apply, LinearMap.mulLeft_apply,
    LinearMap.mulRight_apply, ← Nat.cast_smul_eq_nsmul ℂ, smul_pow, Matrix.smul_mul,
    Matrix.smul_mul, Matrix.mul_smul, smul_smul, ← Matrix.mul_assoc]
```

## Too many factors of $T$

In the next theorem alone, `n` is any exponent with $T^n=0$. Suppose $2n\le k+1$ and look at the term $T^mHT^{k-m}$. If $m\ge n$, the left factor vanishes. If $m\le n-1$, then $k-m\ge(2n-1)-(n-1)=n$, and the right factor vanishes. Every term is zero, so $C_k=0$. The case split in Lean is the same one.

```lean
/-- If `T^n = 0`, the `k`-fold nested commutator of every `H` with `T` vanishes as soon as
`k + 1` is at least `2n`. -/
theorem nestedComm_eq_zero {T : Matrix ι ι ℂ} {n k : ℕ} (hT : T ^ n = 0)
    (hk : 2 * n ≤ k + 1) (H : Matrix ι ι ℂ) : nestedComm T H k = 0 := by
  rw [nestedComm_expansion]
  refine Finset.sum_eq_zero fun m _ => ?_
  -- one of the two sides carries at least n factors of T
  rcases le_or_gt n m with h | h
  · rw [pow_eq_zero_of_le h hT, Matrix.zero_mul, Matrix.zero_mul, smul_zero]
  · rw [pow_eq_zero_of_le (show n ≤ k - m by omega) hT, Matrix.mul_zero, smul_zero]
```

## The central term at order $2n$

Now let $T^{n+1}=0$ and $k=2n$. For $m<n$ the right factor has exponent $2n-m\ge n+1$ and vanishes; for $m>n$ the left factor does. Only $m=n$ remains:

$$C_{2n}=(-1)^n\binom{2n}{n}\,T^nHT^n.$$

`Finset.sum_eq_single n` isolates this term, and the two inequalities dispose of the others.

```lean
/-- If `T^(n+1) = 0`, only the central term of the `2n`-fold nested commutator survives, with
`n` factors `T` on each side of `H`. -/
theorem nestedComm_central {T : Matrix ι ι ℂ} {n : ℕ} (hT : T ^ (n + 1) = 0)
    (H : Matrix ι ι ℂ) : nestedComm T H (2 * n) =
      ((-1 : ℂ) ^ n * ((2 * n).choose n : ℂ)) • (T ^ n * H * T ^ n) := by
  rw [nestedComm_expansion, Finset.sum_eq_single n]
  · rw [show 2 * n - n = n by omega]
  · intro m _ hm
    rcases lt_or_gt_of_ne hm with h | h
    · rw [pow_eq_zero_of_le (show n + 1 ≤ 2 * n - m by omega) hT, Matrix.mul_zero, smul_zero]
    · rw [pow_eq_zero_of_le (show n + 1 ≤ m by omega) hT, Matrix.zero_mul, Matrix.zero_mul,
        smul_zero]
  · intro h
    exact absurd (Finset.mem_range.mpr (by omega)) h
```

The case $n=1$ occurs in the minimal-basis treatment of H$_2$, with the reference $|\Phi\rangle$ and the doubly excited determinant $|D\rangle$. There $T=t\,|D\rangle\langle\Phi|$ with amplitude $t$, and $T^2=0$. The second-order contribution is $\tfrac12C_2=-THT$, so $e^{-T}He^{T}=H+[H,T]-THT$. Setting its element between $\langle D|$ and $|\Phi\rangle$ to zero gives the amplitude equation

$$H_{D\Phi}+t\,(H_{DD}-H_{\Phi\Phi})-t^2H_{\Phi D}=0 .$$

The quadratic term is the central term.

## An $H$ that reaches order $2n$

Let $T^n\ne0$ as well. Order $2n+1$ vanishes for every $H$, by the counting argument with exponent $n+1$. For order $2n$, put $A=T^n$ and choose $H=A^\dagger$, so that $C_{2n}$ is a nonzero multiple of $AA^\dagger A$. If this product were zero, then

$$(A^\dagger A)^\dagger(A^\dagger A)=A^\dagger(AA^\dagger A)=0 .$$

Since $\operatorname{tr}M^\dagger M=\sum_{ij}|M_{ij}|^2$, the equation $M^\dagger M=0$ forces $M=0$. Applied to $M=A^\dagger A$ and then to $M=A$, this gives $A=0$, a contradiction.

Lean writes the adjoint as `ᴴ`. The two uses of `Matrix.conjTranspose_mul_self_eq_zero` are the two applications just made.

```lean
/-- Let `T^n` be the highest non-vanishing power of `T`. Then the `(2n+1)`-fold nested commutator
of every `H` with `T` vanishes, while the `2n`-fold one is nonzero for `H` the adjoint of `T^n`. -/
theorem sharp_termination {T : Matrix ι ι ℂ} {n : ℕ} (hT : T ^ (n + 1) = 0)
    (hn : T ^ n ≠ 0) :
    (∀ H, nestedComm T H (2 * n + 1) = 0) ∧ nestedComm T (T ^ n)ᴴ (2 * n) ≠ 0 := by
  refine ⟨nestedComm_eq_zero hT (by omega), fun h => hn ?_⟩
  rw [nestedComm_central hT] at h
  have hc : (-1 : ℂ) ^ n * ((2 * n).choose n : ℂ) ≠ 0 :=
    mul_ne_zero (pow_ne_zero _ (neg_ne_zero.mpr one_ne_zero))
      (Nat.cast_ne_zero.mpr (Nat.choose_pos (by omega)).ne')
  have hA := (smul_eq_zero.mp h).resolve_left hc
  -- A Aᴴ A = 0 makes Aᴴ A, and then A, vanish
  apply Matrix.conjTranspose_mul_self_eq_zero.mp
  apply Matrix.conjTranspose_mul_self_eq_zero.mp
  rw [Matrix.conjTranspose_mul, Matrix.conjTranspose_conjTranspose, Matrix.mul_assoc,
    ← Matrix.mul_assoc (T ^ n), hA, Matrix.mul_zero]
```

## The exact termination order

If $k>2n$, the counting argument gives $C_k=0$ for all $H$. Conversely, suppose $C_k=0$ for all $H$ with some $k\le2n$. Since $C_{m+1}=C_mT-TC_m$, once a nested commutator vanishes all later ones do, including $C_{2n}$ for $H=(T^n)^\dagger$. That contradicts the previous result. The auxiliary statement `later` is this persistence, proved by induction from $k$ upwards.

For $n=0$ the hypotheses mean $T=0$ on a nonempty basis, and the theorem says correctly that only $C_0=H$ can survive.

```lean
/-- If `T^n` is the highest non-vanishing power of `T`, the `k`-fold nested commutator with `T`
vanishes for all `H` exactly when `k` exceeds `2n`. -/
theorem termination_order {T : Matrix ι ι ℂ} {n : ℕ} (hT : T ^ (n + 1) = 0)
    (hn : T ^ n ≠ 0) (k : ℕ) : (∀ H, nestedComm T H k = 0) ↔ 2 * n < k := by
  refine ⟨fun h => ?_, fun h => nestedComm_eq_zero hT (by omega)⟩
  by_contra hk
  -- once a nested commutator vanishes, all later ones do
  have later : ∀ m, k ≤ m → nestedComm T (T ^ n)ᴴ m = 0 := by
    intro m hm
    induction m, hm using Nat.le_induction with
    | base => exact h _
    | succ m _ ih => simp only [nestedComm, ih, Matrix.zero_mul, Matrix.mul_zero, sub_self]
  exact (sharp_termination hT hn).2 (later _ (by omega))
```

The same counting gives a neighbouring result for two different matrices, which is argued here only informally. If $A^p=0$ and $B^q=0$ with $p,q\ge1$, then applying $X\mapsto XB-AX$ to any matrix $p+q-1$ times gives zero, because each term $A^mXB^{p+q-1-m}$ has $m\ge p$ or $p+q-1-m\ge q$.

## Adding a constant to $T$

The identity matrix commutes with everything, so for any complex number $\mu$

$$[X,T-\mu 1]=[X,T].$$

By induction all $C_k$ are unchanged when $T$ is replaced by $T-\mu1$. In the exponential ansatz, such a shift only rescales the wave function.

```lean
/-- Shifting `T` by a multiple of the identity leaves all nested commutators unchanged. -/
theorem nestedComm_shift (T H : Matrix ι ι ℂ) (μ : ℂ) (k : ℕ) :
    nestedComm (T - μ • 1) H k = nestedComm T H k := by
  induction k with
  | zero => rfl
  | succ k ih =>
    simp only [nestedComm, ih, Matrix.mul_sub, Matrix.sub_mul, Matrix.mul_smul,
      Matrix.smul_mul, Matrix.mul_one, Matrix.one_mul]
    abel
```

## Which matrices $T$ terminate at all

Some fixed order kills the nested commutators of all $H$ if and only if $T-\mu1$ is nilpotent for some $\mu$.

Suppose first that $C_k=0$ for every $H$. On a nonempty basis $T$ has an eigenvector $v\neq0$ with $Tv=\mu v$. Put $S=T-\mu1$, so that $Sv=0$. For a basis label $a$ take $H_{xy}=v_x\delta_{ya}$, which sends basis state $a$ to $v$. Then $SH=0$, and the commutators with $S$ simplify step by step:

$$[H,S]=HS,\qquad [HS^j,S]=HS^{j+1}-SHS^j=HS^{j+1}.$$

The $k$-fold commutator with $S$ is thus $HS^k$. By the shift property it equals the one with $T$, which is zero. Its elements are

$$(HS^k)_{ib}=v_i\,(S^k)_{ab}=0 .$$

Choosing $i$ with $v_i\ne0$ gives $(S^k)_{ab}=0$, and since $a$ and $b$ are arbitrary, $S^k=0$.

Conversely, if $S^k=0$, the counting argument makes the $2k$-fold commutator with $S$ vanish for every $H$, and the shift property carries this over to $T$.

In the Lean proof `hSH` is $SH=0$, `hpow` is the formula $HS^j$, and `he` evaluates the matrix element. The empty basis is treated separately, as it has no eigenvector. The letter `k` is bound separately on the two sides of the equivalence, so the two orders need not agree.

```lean
/-- The nested commutators with `T` vanish for all `H` at some common order if and only if `T` is
nilpotent up to a multiple of the identity. -/
theorem terminates_iff (T : Matrix ι ι ℂ) :
    (∃ k, ∀ H, nestedComm T H k = 0) ↔ ∃ (μ : ℂ) (k : ℕ), (T - μ • 1) ^ k = 0 := by
  constructor
  · rintro ⟨k, hk⟩
    rcases isEmpty_or_nonempty ι with hι | hι
    · exact ⟨0, 0, by ext i; exact isEmptyElim i⟩
    obtain ⟨μ, hμ⟩ := Module.End.exists_eigenvalue (Matrix.toLin' T)
    obtain ⟨v, hv⟩ := hμ.exists_hasEigenvector
    have hTv : T *ᵥ v = μ • v := by
      rw [← Matrix.toLin'_apply]
      exact hv.apply_eq_smul
    have hS : (T - μ • 1) *ᵥ v = 0 := by
      rw [Matrix.sub_mulVec, Matrix.smul_mulVec, Matrix.one_mulVec, hTv, sub_self]
    obtain ⟨i, hi⟩ := Function.ne_iff.mp hv.2
    refine ⟨μ, k, ?_⟩
    ext a b
    -- H sends the basis state a to the eigenvector v, so (T - μ) H = 0
    let H : Matrix ι ι ℂ := Matrix.of fun x y => v x * (if y = a then 1 else 0)
    have hSH : (T - μ • 1) * H = 0 := by
      ext x y
      have hx := congrFun hS x
      simp only [Matrix.mulVec, dotProduct, Pi.zero_apply] at hx
      simp only [H, Matrix.mul_apply, Matrix.of_apply, ← mul_assoc, ← Finset.sum_mul, hx,
        zero_mul, Matrix.zero_apply]
    have hpow : ∀ j, nestedComm (T - μ • 1) H j = H * (T - μ • 1) ^ j := by
      intro j
      induction j with
      | zero => simp [nestedComm]
      | succ j ih =>
        rw [nestedComm, ih, ← Matrix.mul_assoc (T - μ • 1), hSH, Matrix.zero_mul, sub_zero,
          pow_succ, Matrix.mul_assoc]
    have h0 : H * (T - μ • 1) ^ k = 0 := by rw [← hpow, nestedComm_shift, hk]
    have hib := congrFun (congrFun h0 i) b
    have he : (H * (T - μ • 1) ^ k) i b = v i * ((T - μ • 1) ^ k) a b := by
      rw [Matrix.mul_apply, Finset.sum_eq_single a]
      · simp [H]
      · intro y _ hy
        simp [H, hy]
      · intro h
        exact absurd (Finset.mem_univ a) h
    rw [he] at hib
    exact (mul_eq_zero.mp hib).resolve_left hi
  · rintro ⟨μ, k, h⟩
    exact ⟨2 * k, fun H => by
      rw [← nestedComm_shift T H μ]
      exact nestedComm_eq_zero h (by omega) H⟩
```

## A three-level ladder

Take levels $|0\rangle,|1\rangle,|2\rangle$ and let $T$ raise each level to the next, with $T|2\rangle=0$. All nonzero matrix elements are set to one; for the spin-1 operator $S_+$ they would be $\sqrt2\,\hbar$.

```lean
/-- The raising operator of a three-level ladder, with unit matrix elements. -/
def ladder : Matrix (Fin 3) (Fin 3) ℂ := !![0, 0, 0; 1, 0, 0; 0, 1, 0]
```

Here $T^2=|2\rangle\langle0|$ and $T^3=0$, so $n=2$. With $H=(T^2)^\dagger=|0\rangle\langle2|$ one finds $T^2HT^2=T^2$, and the central-term formula gives

$$C_4=(-1)^2\binom42\,T^2HT^2=6\,T^2\neq0 .$$

The fourfold commutator survives, while the fivefold one is zero for every $H$. Lean computes the small matrix products entry by entry and then applies `nestedComm_central`.

```lean
/-- The three-level raising operator has vanishing cube and nonzero square, and the fourfold
nested commutator of the adjoint of its square with it is six times its square. -/
theorem ladder_witness : ladder ^ 3 = 0 ∧ ladder ^ 2 ≠ 0 ∧
    nestedComm ladder (ladder ^ 2)ᴴ 4 = (6 : ℂ) • ladder ^ 2 := by
  have hs : ladder ^ 2 = !![0, 0, 0; 0, 0, 0; 1, 0, 0] := by
    rw [pow_two]
    ext i j
    fin_cases i <;> fin_cases j <;> simp [ladder, Matrix.mul_apply, Fin.sum_univ_succ]
  have h3 : ladder ^ (2 + 1) = 0 := by
    rw [pow_succ, hs]
    ext i j
    fin_cases i <;> fin_cases j <;> simp [ladder, Matrix.mul_apply, Fin.sum_univ_succ]
  have hs' : (ladder ^ 2)ᴴ = !![0, 0, 1; 0, 0, 0; 0, 0, 0] := by
    rw [hs]
    ext i j
    fin_cases i <;> fin_cases j <;> simp [Matrix.conjTranspose_apply]
  have hA : ladder ^ 2 * (ladder ^ 2)ᴴ * ladder ^ 2 = ladder ^ 2 := by
    rw [hs', hs]
    ext i j
    fin_cases i <;> fin_cases j <;> simp [Matrix.mul_apply, Fin.sum_univ_succ]
  refine ⟨h3, fun h => ?_, ?_⟩
  · have h20 := congrFun (congrFun (hs.symm.trans h) 2) 0
    simp at h20
  · have h4 := nestedComm_central h3 (ladder ^ 2)ᴴ
    rw [hA, show Nat.choose (2 * 2) 2 = 6 from rfl] at h4
    exact h4.trans (by congr 1; norm_num)

end NilpotentCommutatorTermination
```

```lean
#print axioms NilpotentCommutatorTermination.termination_order
#print axioms NilpotentCommutatorTermination.terminates_iff
```

```
'NilpotentCommutatorTermination.termination_order' depends on axioms: [propext, Classical.choice, Quot.sound]
'NilpotentCommutatorTermination.terminates_iff' depends on axioms: [propext, Classical.choice, Quot.sound]
```
